# At most q of the q² clock-shift translations can be diagonalized together

Take the four 2 × 2 matrices 1, X, Z and ZX, where X and Z are Pauli matrices. Any two of them either commute or anticommute, and X, Z and ZX anticommute pairwise. A commuting set therefore has at most two members, for example 1 and Z.

A count of signs gives the same answer without checking pairs. Write +1 for a commuting pair and −1 for an anticommuting pair:

| | 1 | X | Z | ZX |
|---|---|---|---|---|
| 1 | + | + | + | + |
| X | + | + | − | − |
| Z | + | − | + | − |
| ZX | + | − | − | + |

The rows are orthogonal and each has squared length 4, so the sum of any three rows has squared length 12. If three of the matrices commuted with one another, that sum would have the entry 3 in three columns, and its squared length would be at least 27. The parts below carry this count from 2 to any q ≥ 1.

## Translations in a magnetic field

A charged particle on a lattice in a uniform magnetic field has translation symmetries that carry phases and in general do not commute. The eigenvalues of several translations can together label the states of a basis only if all these translations are diagonal in that basis, so the size of such a set matters. For a non-interacting particle on a two-dimensional lattice with 1/q of a flux quantum per unit cell, the bound limits how many translations, counted modulo q in each direction, can supply quantum numbers together within one q-dimensional block.

The q × q matrices are postulated here and not derived from a Hamiltonian. The step left to the physics is to fix the eigenvalues of the translations by q cells in each direction, to split the remaining space into q-dimensional blocks, and to identify the action on each block, in a suitable basis and up to phases, with these matrices.

```lean
import Mathlib

open Finset

namespace CommutingMagneticTranslations

noncomputable section

variable {q : ℕ} [NeZero q]
```

A label a = (a₁, a₂) is a pair of integers modulo q, written `a.1` and `a.2` in Lean. The function `flux` is the symplectic product of two labels. Its name refers to the flux through the parallelogram spanned by the displacements a and b, in units of 1/q flux quantum and modulo q; it is not the field itself.

```lean
/-- The symplectic product `a₁ b₂ - a₂ b₁` of two translation labels, modulo `q`. -/
def flux (a b : ZMod q × ZMod q) : ZMod q := a.1 * b.2 - a.2 * b.1
```

Let χ(k) = exp(2πi k/q), with i the imaginary unit where it follows 2π and a row index everywhere else. This is `ZMod.stdAddChar`. The matrix T_a, called `translation a`, has rows i and columns j in Z/q, with entries

(T_a)_(ij) = χ(a₂ i) if j = i − a₁, and 0 otherwise.

The first component of the label shifts the index i, and the second multiplies by a phase that depends on i. For the particle in a magnetic field, both components are displacements on the two-dimensional lattice. The ring of q sites in the docstring below then numbers the basis states of one block, not the sites of that lattice. For q = 2, the labels (1,0), (0,1) and (1,1) give X, Z and ZX.

```lean
/-- The clock-shift translation with label `a` on a ring of `q` sites:
`(T_a f)(x) = exp(2πi a₂ x / q) f(x - a₁)`, written as a matrix. -/
def translation (a : ZMod q × ZMod q) : Matrix (ZMod q) (ZMod q) ℂ :=
  Matrix.of fun i j => if j = i - a.1 then ZMod.stdAddChar (a.2 * i) else 0
```

For a finite set S of labels, let

F_S(x) = Σ_(a∈S) χ(a₁x₂ − a₂x₁).

The code calls this `structureFactor`. Unlike the structure factor of scattering theory, it has the symplectic product in the phase where the scalar product of wave vector and position would stand. For q = 2 it is a column sum of the sign table over the rows in S.

```lean
/-- The structure factor of a set `S` of labels: the sum of the phases
`exp(2πi (a₁ x₂ - a₂ x₁) / q)` over `a` in `S`. -/
def structureFactor (S : Finset (ZMod q × ZMod q)) (x : ZMod q × ZMod q) : ℂ :=
  ∑ a ∈ S, ZMod.stdAddChar (flux a x)
```

## (a) Composing two translations

Show that two successive translations form a single one, up to a phase:

T_a T_b = χ(−a₁b₂) T_(a+b).

**Solution.** In the sum Σ_k (T_a)_(ik) (T_b)_(kj), only k = i − a₁ contributes. The result is nonzero only for j = i − a₁ − b₁, where it equals

χ(a₂ i) χ(b₂(i − a₁)) = χ(−a₁b₂) χ((a₂ + b₂) i).

The last factor is the entry of T_(a+b).

In the proof, `Finset.sum_ite_eq'` collapses the sum over k, `split_ifs` separates the nonzero entries from the zero ones, and `ring` compares the exponents.

```lean
/-- Two successive translations compose to the translation by the sum of the labels,
up to the phase `exp(-2πi a₁ b₂ / q)`. -/
theorem translation_mul (a b : ZMod q × ZMod q) :
    translation a * translation b =
      (ZMod.stdAddChar (-(a.1 * b.2)) : ℂ) • translation (a + b) := by
  ext i j
  simp only [translation, Matrix.mul_apply, Matrix.of_apply, Matrix.smul_apply, smul_eq_mul,
    Prod.fst_add, Prod.snd_add, ite_mul, zero_mul, Finset.sum_ite_eq', Finset.mem_univ, if_true]
  rw [sub_sub]
  split_ifs
  · rw [← AddChar.map_add_eq_mul, ← AddChar.map_add_eq_mul]
    congr 1
    ring
  · simp
```

## (b) Distinct labels, distinct matrices

Show that counting labels is the same as counting matrices:

T_a = T_b implies a = b.

**Solution.** Compare the entries in row 1 and column 1 − a₁. For T_a the entry is χ(a₂), which is not zero. The entry of T_b in the same place is nonzero only if 1 − a₁ = 1 − b₁, so a₁ = b₁. Then χ(a₂) = χ(b₂), and a₂ = b₂ because χ takes different values on different elements of Z/q.

The two cases of `by_cases` are equal and unequal columns. The second is excluded by χ(a₂)χ(−a₂) = 1, which shows that χ(a₂) cannot vanish.

```lean
/-- Different labels give different translation matrices. -/
theorem translation_injective :
    Function.Injective (translation : ZMod q × ZMod q → Matrix (ZMod q) (ZMod q) ℂ) := by
  intro a b h
  -- compare the entry of row 1 in which the first matrix is nonzero
  have h1 := congrFun (congrFun h 1) (1 - a.1)
  simp only [translation, Matrix.of_apply, if_true, mul_one] at h1
  by_cases e : 1 - a.1 = 1 - b.1
  · rw [if_pos e] at h1
    exact Prod.ext (sub_right_inj.1 e) (ZMod.injective_stdAddChar h1)
  · rw [if_neg e] at h1
    have hu : (ZMod.stdAddChar a.2 : ℂ) * ZMod.stdAddChar (-a.2) = 1 := by
      rw [← AddChar.map_add_eq_mul, add_neg_cancel, AddChar.map_zero_eq_one]
    rw [h1, zero_mul] at hu
    exact absurd hu zero_ne_one
```

## (c) When two translations commute

Show that

T_a T_b = T_b T_a if and only if a₁b₂ − a₂b₁ = 0 in Z/q.

**Solution.** By (a), the two products are χ(−a₁b₂) T_(a+b) and χ(−b₁a₂) T_(a+b). The matrix T_(a+b) has the entry 1 in row 0 and column −(a₁ + b₁), so the products agree exactly when the two phases agree. Since χ is injective, this means a₁b₂ = b₁a₂.

The Lean proof reads off the same entry of row 0 for the forward direction. For the converse it substitutes the equality of the exponents.

```lean
/-- Two clock-shift translations commute exactly when the symplectic product of their labels
vanishes modulo `q`. -/
theorem translation_commute_iff (a b : ZMod q × ZMod q) :
    translation a * translation b = translation b * translation a ↔ flux a b = 0 := by
  rw [translation_mul a b, translation_mul b a, add_comm b a]
  unfold flux
  constructor
  · intro h
    have h0 := congrFun (congrFun h 0) (0 - (a + b).1)
    simp only [translation, Matrix.smul_apply, Matrix.of_apply, if_true, smul_eq_mul, mul_zero,
      AddChar.map_zero_eq_one, mul_one] at h0
    have h2 := ZMod.injective_stdAddChar h0
    linear_combination -h2
  · intro h
    have h2 : b.1 * a.2 = a.1 * b.2 := by linear_combination -h
    rw [h2]
```

## (d) Orthogonality of the phases

For a label c, show that the sum over all q² labels x is

Σ_x χ(c₁x₂ − c₂x₁) = q² if c = 0, and 0 otherwise.

**Solution.** The sum factorizes into

[Σ_(x₁) χ(−c₂x₁)] · [Σ_(x₂) χ(c₁x₂)].

Consider one factor, G = Σ_y χ(ky). If k = 0, every term is 1 and G = q. If k ≠ 0, replacing y by y + 1 only reorders the terms, so G = χ(k) G. Since χ(k) ≠ 1, G = 0. The product is therefore q² when both c₁ and c₂ vanish, and zero otherwise.

The statement `hsplit` factorizes each term, the rewriting after it factorizes the sum, and `AddChar.sum_mulShift` evaluates each factor. The last line goes through the four cases of c₁ and c₂ being zero or not.

```lean
/-- Orthogonality of phases: the sum of `exp(2πi (c₁ x₂ - c₂ x₁) / q)` over all `q²` labels `x`
is `q²` for `c = 0` and zero otherwise. -/
theorem sum_phase (c : ZMod q × ZMod q) :
    ∑ x : ZMod q × ZMod q, (ZMod.stdAddChar (flux c x) : ℂ) =
      if c = 0 then (q : ℂ) ^ 2 else 0 := by
  have hsplit : ∀ x : ZMod q × ZMod q, (ZMod.stdAddChar (flux c x) : ℂ) =
      ZMod.stdAddChar (x.1 * -c.2) * ZMod.stdAddChar (x.2 * c.1) := by
    intro x
    rw [← AddChar.map_add_eq_mul]
    congr 1
    simp only [flux]
    ring
  simp_rw [hsplit]
  rw [Fintype.sum_prod_type]
  simp only [← Finset.mul_sum, ← Finset.sum_mul]
  rw [AddChar.sum_mulShift _ (ZMod.isPrimitive_stdAddChar q),
    AddChar.sum_mulShift _ (ZMod.isPrimitive_stdAddChar q)]
  rcases c with ⟨c1, c2⟩
  by_cases h1 : c1 = 0 <;> by_cases h2 : c2 = 0 <;> simp [h1, h2, ZMod.card, sq]
```

## (e) A sum rule for the structure factor

Write |S| for the number of labels in S. Show that, for every S,

Σ_x |F_S(x)|² = |S| q².

**Solution.** The complex conjugate of χ(k) is χ(−k), and the symplectic product is linear in its first argument. Hence

|F_S(x)|² = Σ_(a∈S) Σ_(b∈S) χ((a₁ − b₁)x₂ − (a₂ − b₂)x₁).

Sum over x and apply (d) with c = a − b. Only the terms with b = a survive. There are |S| of them, and each contributes q².

In Lean, `Complex.normSq` is the squared modulus, `key` is the double sum, and `diag` says that for fixed a the sum over b and x leaves q².

```lean
/-- Sum rule: the squared modulus of the structure factor of `S`, summed over all labels,
is `q²` times the number of elements of `S`. -/
theorem sum_normSq_structureFactor (S : Finset (ZMod q × ZMod q)) :
    ∑ x, Complex.normSq (structureFactor S x) = (S.card : ℝ) * (q : ℝ) ^ 2 := by
  have key : ∀ x, (Complex.normSq (structureFactor S x) : ℂ) =
      ∑ a ∈ S, ∑ b ∈ S, ZMod.stdAddChar (flux (a - b) x) := by
    intro x
    rw [← Complex.mul_conj, structureFactor, map_sum, Finset.sum_mul_sum]
    refine Finset.sum_congr rfl fun a _ => Finset.sum_congr rfl fun b _ => ?_
    rw [← AddChar.map_neg_eq_conj, ← AddChar.map_add_eq_mul]
    congr 1
    simp only [flux, Prod.fst_sub, Prod.snd_sub]
    ring
  apply Complex.ofReal_injective
  rw [Complex.ofReal_sum]
  simp_rw [key]
  rw [Finset.sum_comm]
  -- for fixed `a`, only the term `b = a` survives the sum over `x`
  have diag : ∀ a ∈ S, ∑ x : ZMod q × ZMod q, ∑ b ∈ S,
      (ZMod.stdAddChar (flux (a - b) x) : ℂ) = (q : ℂ) ^ 2 := by
    intro a ha
    rw [Finset.sum_comm]
    simp [sum_phase, sub_eq_zero, ha]
  rw [Finset.sum_congr rfl diag]
  simp
```

## (f) The bound on the labels

Suppose that a₁b₂ − a₂b₁ = 0 in Z/q for all a and b in S. Show that

|S| ≤ q.

**Solution.** If x lies in S, every phase in F_S(x) is χ(0) = 1, so F_S(x) = |S|. The points of S alone contribute |S| · |S|² to the sum in (e), and the other points contribute nothing negative. Therefore

|S|³ ≤ |S| q².

If S is empty, the claim is immediate. Otherwise divide by |S| and take the square root. The argument requires neither that q be prime nor that S be closed under addition.

The statement `hF` gives the value on S, and `hle` compares the sum over S with the sum over all labels. The proof ends by contradiction: assuming q < |S| makes |S| positive, so the empty set needs no separate treatment.

```lean
/-- A set of labels whose mutual symplectic products all vanish modulo `q` has at most
`q` elements. -/
theorem card_le_of_flux_eq_zero (S : Finset (ZMod q × ZMod q))
    (h : ∀ a ∈ S, ∀ b ∈ S, flux a b = 0) : S.card ≤ q := by
  -- on `S` itself all phases are 1
  have hF : ∀ x ∈ S, Complex.normSq (structureFactor S x) = (S.card : ℝ) * S.card := by
    intro x hx
    have h1 : structureFactor S x = ((S.card : ℝ) : ℂ) := by
      calc structureFactor S x = ∑ a ∈ S, (1 : ℂ) := by
            refine Finset.sum_congr rfl fun a ha => ?_
            rw [h a ha x hx, AddChar.map_zero_eq_one]
        _ = ((S.card : ℝ) : ℂ) := by simp
    rw [h1, Complex.normSq_ofReal]
  have hle : ∑ x ∈ S, Complex.normSq (structureFactor S x) ≤
      ∑ x, Complex.normSq (structureFactor S x) :=
    Finset.sum_le_univ_sum_of_nonneg fun x => Complex.normSq_nonneg _
  rw [Finset.sum_congr rfl hF, Finset.sum_const, nsmul_eq_mul,
    sum_normSq_structureFactor] at hle
  by_contra hlt
  have hq : (q : ℝ) < S.card := by exact_mod_cast not_le.1 hlt
  have hq0 : (0 : ℝ) ≤ q := Nat.cast_nonneg q
  have hsq : (q : ℝ) ^ 2 < (S.card : ℝ) * S.card := by nlinarith
  have hmul := mul_lt_mul_of_pos_left hsq (lt_of_le_of_lt hq0 hq)
  linarith
```

## (g) The bound for a common eigenbasis

Let P be an invertible q × q matrix, and suppose that for each a in S there is a diagonal matrix D_a with

T_a P = P D_a.

Show that S has at most q elements.

**Solution.** The columns of P are common eigenvectors, and D_a holds the eigenvalues of T_a. For a and b in S,

T_a T_b P = T_a P D_b = P D_a D_b = P D_b D_a = T_b T_a P.

Cancelling P gives T_a T_b = T_b T_a. By (c) the symplectic products in S vanish, and (f) gives the bound. By (b), the number of distinct matrices equals the number of labels, so the bound counts matrices as well.

In the Lean statement, `IsUnit P` expresses invertibility. One P serves all labels, while the eigenvalues `d` may depend on a. The columns need not be normalized or orthogonal. The statement `hc` is the commutation of the diagonal matrices, the `calc` block is the chain of equalities above, and `hP.mul_right_cancel` removes P.

```lean
/-- If the columns of an invertible matrix `P` are eigenvectors of every clock-shift translation
with label in `S`, then `S` has at most `q` elements. -/
theorem card_le_of_jointly_diagonalized (S : Finset (ZMod q × ZMod q))
    (P : Matrix (ZMod q) (ZMod q) ℂ) (hP : IsUnit P)
    (h : ∀ a ∈ S, ∃ d : ZMod q → ℂ, translation a * P = P * Matrix.diagonal d) :
    S.card ≤ q := by
  refine card_le_of_flux_eq_zero S fun a ha b hb => (translation_commute_iff a b).1 ?_
  obtain ⟨d, hd⟩ := h a ha
  obtain ⟨e, he⟩ := h b hb
  have hc : Matrix.diagonal d * Matrix.diagonal e =
      Matrix.diagonal e * Matrix.diagonal d := by
    rw [Matrix.diagonal_mul_diagonal, Matrix.diagonal_mul_diagonal]
    congr 1
    funext i
    exact mul_comm _ _
  -- both products act on the common eigenbasis in the same way
  apply hP.mul_right_cancel
  calc translation a * translation b * P
      = P * (Matrix.diagonal d * Matrix.diagonal e) := by
        rw [mul_assoc, he, ← mul_assoc, hd, mul_assoc]
    _ = P * (Matrix.diagonal e * Matrix.diagonal d) := by rw [hc]
    _ = translation b * translation a * P := by
        rw [mul_assoc (translation b), hd, ← mul_assoc (translation b), he, mul_assoc]
```

## (h) A set that reaches the bound

Show that there are q labels of the form (0, b) with b in Z/q, and that their matrices are already diagonal:

(T_(0,b))_(ij) = χ(b i) if i = j, and 0 otherwise.

**Solution.** Different values of b give different labels, and b takes q values. With first component zero, the condition j = i − a₁ becomes j = i, which leaves only the diagonal entries χ(b i). These are the clock matrices. They satisfy the condition in (g) with P equal to the identity, so q cannot be replaced by a smaller number there. For q = 2 they are 1 and Z, the pair from the beginning. The bound counts translations, not independent quantum numbers: all the clock matrices are powers of T_(0,1), so its eigenvalue determines those of the others.

The theorem states the count and the diagonal form as two separate claims. The first is proved by the injectivity of b ↦ (0, b), the second entry by entry.

```lean
/-- The labels `(0, b)` are `q` in number, and their translations are the diagonal clock matrices
with entries `exp(2πi b x / q)`. -/
theorem clock_matrices_attain_bound :
    (Finset.univ.image fun b : ZMod q => ((0 : ZMod q), b)).card = q ∧
      ∀ b : ZMod q, translation ((0 : ZMod q), b) =
        Matrix.diagonal fun x => (ZMod.stdAddChar (b * x) : ℂ) := by
  constructor
  · rw [Finset.card_image_of_injective _ (fun b c h => congrArg Prod.snd h),
      Finset.card_univ, ZMod.card]
  · intro b
    ext i j
    simp only [translation, Matrix.of_apply, Matrix.diagonal_apply, sub_zero, eq_comm]

end

end CommutingMagneticTranslations
```

```lean
#print axioms CommutingMagneticTranslations.translation_injective
#print axioms CommutingMagneticTranslations.card_le_of_jointly_diagonalized
#print axioms CommutingMagneticTranslations.clock_matrices_attain_bound
```

```
'CommutingMagneticTranslations.translation_injective' depends on axioms: [propext, Classical.choice, Quot.sound]
'CommutingMagneticTranslations.card_le_of_jointly_diagonalized' depends on axioms: [propext, Classical.choice, Quot.sound]
'CommutingMagneticTranslations.clock_matrices_attain_bound' depends on axioms: [propext, Classical.choice, Quot.sound]
```
